# An exponential upper bound on the average sign in imaginary time, for a finite real symmetric Hamiltonian

A Monte Carlo run in imaginary time can use up its whole budget and return only noise. This can happen when the path weights carry signs: paths are sampled by the moduli of their weights, and every estimate is divided by the average sign. With \(N\) independent samples the average sign has a statistical error of about \(1/\sqrt N\), so a sign of size \(s\) needs more than about \(1/s^2\) samples to be seen at all. An upper bound on \(s\) that decays with the projection time \(t\) shows that long projections will be unaffordable.

Let \(H\) be a real symmetric \(n\times n\) matrix with \(n\ge 1\), and let \(M\) have the same diagonal and off-diagonal entries \(-|H_{ij}|\). Write \(E_0\) for the lowest eigenvalue. For \(t\ge 0\),

\[
\frac{\bigl|\sum_{ij}(e^{-tH})_{ij}\bigr|}{\bigl|\sum_{ij}(e^{-tM})_{ij}\bigr|}\;\le\; n\,e^{-t\,(E_0(H)-E_0(M))} .
\]

The bound decays when \(E_0(M)<E_0(H)\), that is, when removing the signs lowers the ground-state energy.

One step links this ratio to a simulation and is not part of the theorems. In a path expansion of \(e^{-tH}\), each hop contributes a factor \(-H_{ij}\) and each waiting time a positive factor. Replacing the weights by their moduli turns \(H\) into \(M\), so the ratio is the modulus of the average sign for paths with free end states, that is, summed over all first and last states with equal weight. Closed paths, which give the thermal trace, would need a separate argument.

In Lean 4 with Mathlib:

```lean
import Mathlib

open Matrix Filter Topology

namespace ExponentialSignProblem

noncomputable section

variable {n : Type*} [Fintype n] [DecidableEq n]
```

In the code, `n` is the finite set of basis states, and the number \(n\) is `Fintype.card n`.

## The Hamiltonian without its signs

The companion matrix is

\[
M_{ii}=H_{ii},\qquad M_{ij}=-|H_{ij}|\quad(i\ne j).
\]

```lean
/-- The sign-free companion of `H`: same diagonal, off-diagonal entries `-|H i j|`. -/
def signFree (H : Matrix n n ℝ) : Matrix n n ℝ :=
  Matrix.of fun i j => if i = j then H i j else -|H i j|
```

The propagator is the full matrix exponential \(e^{-tA}\), with no time-step error and with \(\hbar=1\).

```lean
/-- The imaginary-time propagator `exp(-tA)`. -/
def propagator (t : ℝ) (A : Matrix n n ℝ) : Matrix n n ℝ :=
  NormedSpace.exp ((-t) • A)
```

The ground energy is the smallest eigenvalue. `groundEnergy` takes as its argument a proof that the matrix is Hermitian, which for real entries means symmetric.

```lean
/-- The lowest eigenvalue of a real symmetric matrix of nonzero size. -/
def groundEnergy {A : Matrix n n ℝ} (hA : A.IsHermitian) : ℝ :=
  ⨅ i, hA.eigenvalues i
```

Since \(H_{ji}=H_{ij}\), also \(-|H_{ji}|=-|H_{ij}|\). So \(M\) is symmetric and has a ground energy in the same sense.

```lean
omit [Fintype n] in
/-- The sign-free companion of a symmetric matrix is symmetric. -/
theorem signFree_isHermitian {H : Matrix n n ℝ} (hH : H.IsHermitian) :
    (signFree H).IsHermitian := by
  ext i j
  have h : H j i = H i j := by simpa using hH.apply i j
  by_cases hij : i = j
  · subst hij
    simp [signFree]
  · simp [signFree, hij, Ne.symm hij, h]
```

## Eigenvectors of the matrix and of its exponential

The exponential is the sum of its series,

\[
e^{B}=\sum_{k\ge 0}\frac{B^k}{k!}.
\]

```lean
/-- The exponential series of a matrix converges to its exponential. -/
theorem hasSum_exp (B : Matrix n n ℝ) :
    HasSum (fun k : ℕ => ((k.factorial : ℝ)⁻¹) • B ^ k) (NormedSpace.exp B) := by
  let : NormedRing (Matrix n n ℝ) := Matrix.linftyOpNormedRing
  let : NormedAlgebra ℝ (Matrix n n ℝ) := Matrix.linftyOpNormedAlgebra
  exact NormedSpace.exp_series_hasSum_exp' (𝕂 := ℝ) B
```

If \(Bv=bv\), then \(B^kv=b^kv\) by induction, and therefore

\[
e^{B}v=\sum_{k\ge0}\frac{b^k}{k!}\,v=e^{b}v .
\]

With \(B=-tA\), an eigenvector of \(A\) with energy \(a\) is an eigenvector of the propagator with eigenvalue \(e^{-ta}\).

```lean
/-- If `B v = b v`, then `exp(B) v = exp(b) v`. -/
theorem exp_mulVec {B : Matrix n n ℝ} {b : ℝ} {v : n → ℝ} (h : B *ᵥ v = b • v) :
    NormedSpace.exp B *ᵥ v = Real.exp b • v := by
  have hk : ∀ k : ℕ, B ^ k *ᵥ v = b ^ k • v := by
    intro k
    induction k with
    | zero => simp
    | succ k ih =>
      rw [pow_succ, ← Matrix.mulVec_mulVec, h, Matrix.mulVec_smul, ih, smul_smul,
        pow_succ, mul_comm]
  -- apply the exponential series to `v` term by term
  let g : Matrix n n ℝ →+ (n → ℝ) :=
    { toFun := fun X => X *ᵥ v
      map_zero' := Matrix.zero_mulVec v
      map_add' := fun X Y => Matrix.add_mulVec X Y v }
  have h1 : HasSum (fun k : ℕ => (((k.factorial : ℝ)⁻¹) • B ^ k) *ᵥ v)
      (NormedSpace.exp B *ᵥ v) :=
    (hasSum_exp B).map g (continuous_id.matrix_mulVec continuous_const)
  have h2 := (NormedSpace.exp_series_hasSum_exp' (𝕂 := ℝ) b).smul_const v
  have e : (fun k : ℕ => (((k.factorial : ℝ)⁻¹) • B ^ k) *ᵥ v) =
      fun k : ℕ => (((k.factorial : ℝ)⁻¹) • b ^ k) • v := by
    funext k
    rw [Matrix.smul_mulVec, hk, smul_assoc]
  rw [e] at h1
  rw [Real.exp_eq_exp_ℝ]
  exact h1.unique h2
```

The induction is `hk`. The map `g` applies the matrix series to \(v\) term by term, and uniqueness of the limit identifies the two sums.

## Nonnegative entries when hopping has no signs

Let the off-diagonal entries of \(A\) be nonpositive and \(t\ge0\). Then \(B=-tA\) has nonnegative off-diagonal entries, but its diagonal may be negative. Put \(c=\sum_k|B_{kk}|\) and \(C=B+c\,\mathbb 1\). Every entry of \(C\) is nonnegative, hence so is every entry of \(C^k\) and of \(e^C\). The shift commutes with \(C\), so

\[
(e^{-tA})_{ij}=e^{-c}\,(e^{C})_{ij}\ge 0 .
\]

```lean
/-- If the off-diagonal entries of `A` are nonpositive and `t ≥ 0`, every entry of
`exp(-tA)` is nonnegative. -/
theorem propagator_nonneg {A : Matrix n n ℝ} (hA : ∀ i j, i ≠ j → A i j ≤ 0)
    {t : ℝ} (ht : 0 ≤ t) (i j : n) : 0 ≤ propagator t A i j := by
  unfold propagator
  have hB : ∀ i j, i ≠ j → 0 ≤ ((-t) • A) i j := by
    intro i j hij
    change 0 ≤ (-t) * A i j
    nlinarith [mul_nonneg ht (neg_nonneg.2 (hA i j hij))]
  generalize (-t) • A = B at hB ⊢
  -- a diagonal shift makes the whole matrix nonnegative
  obtain ⟨c, hc⟩ : ∃ c : ℝ, ∀ i, 0 ≤ B i i + c := by
    refine ⟨∑ k, |B k k|, fun i => ?_⟩
    have h : |B i i| ≤ ∑ k, |B k k| := Finset.single_le_sum (f := fun k => |B k k|)
      (fun k _ => abs_nonneg _) (Finset.mem_univ i)
    linarith [neg_abs_le (B i i)]
  obtain ⟨C, hCe⟩ : ∃ C, C = B + c • (1 : Matrix n n ℝ) := ⟨_, rfl⟩
  have hC : ∀ i j, 0 ≤ C i j := by
    intro i j
    rw [hCe]
    by_cases hij : i = j
    · subst hij
      simpa using hc i
    · simpa [Matrix.one_apply_ne hij] using hB i j hij
  have hpow : ∀ (k : ℕ) i j, 0 ≤ (C ^ k) i j := by
    intro k
    induction k with
    | zero =>
      intro i j
      rw [pow_zero, Matrix.one_apply]
      split_ifs <;> norm_num
    | succ k ih =>
      intro i j
      rw [pow_succ, Matrix.mul_apply]
      exact Finset.sum_nonneg fun l _ => mul_nonneg (ih i l) (hC l j)
  let g : Matrix n n ℝ →+ ℝ :=
    { toFun := fun X => X i j
      map_zero' := rfl
      map_add' := fun _ _ => rfl }
  have hexp : 0 ≤ NormedSpace.exp C i j :=
    hasSum_le (fun k => mul_nonneg (by positivity) (hpow k i j)) hasSum_zero
      ((hasSum_exp C).map g (continuous_id.matrix_elem i j))
  -- undoing the shift costs a positive factor
  have hs := exp_mulVec (B := (-c) • (1 : Matrix n n ℝ)) (b := -c)
    (v := Pi.single j 1) (by rw [Matrix.smul_mulVec, Matrix.one_mulVec])
  have hcomm : Commute C ((-c) • (1 : Matrix n n ℝ)) := (Commute.one_right _).smul_right _
  have hsum : C + (-c) • (1 : Matrix n n ℝ) = B := by
    rw [hCe]
    module
  have key : NormedSpace.exp B *ᵥ Pi.single j 1 =
      Real.exp (-c) • (NormedSpace.exp C *ᵥ Pi.single j 1) := by
    rw [← Matrix.mulVec_smul, ← hs, Matrix.mulVec_mulVec,
      ← Matrix.exp_add_of_commute _ _ hcomm, hsum]
  rw [Matrix.mulVec_single_one, Matrix.mulVec_single_one] at key
  have h : NormedSpace.exp B i j = Real.exp (-c) * NormedSpace.exp C i j := congrFun key i
  rw [h]
  exact mul_nonneg (Real.exp_pos _).le hexp
```

Here `hpow` treats the powers and `hexp` the series. To undo the shift, the proof applies both exponentials to the unit vector `Pi.single j 1`, which picks out column \(j\).

## The largest possible expectation value

A real symmetric \(A\) has normalised eigenvectors \(v_i\) with energies \(a_i\), and they are complete:

\[
Av_i=a_iv_i,\qquad v_i\cdot v_i=1,\qquad \sum_i (x\cdot v_i)(v_i\cdot y)=x\cdot y .
\]

```lean
/-- A real symmetric matrix has a complete set of normalised eigenvectors. -/
theorem exists_eigenframe {A : Matrix n n ℝ} (hA : A.IsHermitian) :
    ∃ v : n → n → ℝ, (∀ i, A *ᵥ v i = hA.eigenvalues i • v i) ∧
      (∀ i, v i ⬝ᵥ v i = 1) ∧
      ∀ x y : n → ℝ, ∑ i, (x ⬝ᵥ v i) * (v i ⬝ᵥ y) = x ⬝ᵥ y := by
  have hin : ∀ x y : EuclideanSpace ℝ n, inner ℝ x y = x.ofLp ⬝ᵥ y.ofLp := by
    intro x y
    simp [PiLp.inner_apply, dotProduct, mul_comm]
  refine ⟨fun i => (hA.eigenvectorBasis i).ofLp,
    fun i => hA.mulVec_eigenvectorBasis i, fun i => ?_, fun x y => ?_⟩
  · have h := real_inner_self_eq_norm_sq (hA.eigenvectorBasis i)
    rw [hA.eigenvectorBasis.orthonormal.1 i, hin] at h
    exact h.trans (by norm_num)
  · have h := hA.eigenvectorBasis.sum_inner_mul_inner (WithLp.toLp 2 x) (WithLp.toLp 2 y)
    simp only [hin] at h
    exact h
```

This restates Mathlib's orthonormal eigenbasis in terms of ordinary dot products.

Since the propagator is symmetric, \(v_i\cdot e^{-tA}x=e^{-ta_i}\,(v_i\cdot x)\). Completeness, \(a_i\ge E_0(A)\) and \(t\ge0\) then give

\[
x\cdot e^{-tA}x=\sum_i e^{-ta_i}(v_i\cdot x)^2\le e^{-tE_0(A)}\,x\cdot x .
\]

This is the Rayleigh-Ritz bound applied to the propagator. All terms are nonnegative, so the modulus on the left changes nothing.

```lean
/-- For symmetric `A` and `t ≥ 0`, the expectation of `exp(-tA)` in a vector `x` is at most
`exp(-t E0(A))` times the squared length of `x`, in modulus. -/
theorem abs_expectation_le {A : Matrix n n ℝ} (hA : A.IsHermitian) {t : ℝ} (ht : 0 ≤ t)
    (x : n → ℝ) : |x ⬝ᵥ (propagator t A *ᵥ x)| ≤
      Real.exp (-t * groundEnergy hA) * (x ⬝ᵥ x) := by
  obtain ⟨v, hv, -, hc⟩ := exists_eigenframe hA
  have hT : Aᵀ = A := by
    ext i j
    simpa using hA.apply i j
  have hP : (propagator t A)ᵀ = propagator t A := by
    unfold propagator
    rw [← Matrix.exp_transpose, Matrix.transpose_smul, hT]
  have hs : ∀ i, v i ⬝ᵥ (propagator t A *ᵥ x) =
      Real.exp (-t * hA.eigenvalues i) * (v i ⬝ᵥ x) := by
    intro i
    have he : propagator t A *ᵥ v i = Real.exp (-t * hA.eigenvalues i) • v i :=
      exp_mulVec (by rw [Matrix.smul_mulVec, hv, smul_smul])
    rw [Matrix.dotProduct_mulVec, ← Matrix.mulVec_transpose, hP, he, smul_dotProduct,
      smul_eq_mul]
  -- compare the two eigenvector expansions term by term
  rw [← hc x (propagator t A *ᵥ x), ← hc x x, Finset.mul_sum]
  refine (Finset.abs_sum_le_sum_abs _ _).trans (Finset.sum_le_sum fun i _ => ?_)
  have hE : groundEnergy hA ≤ hA.eigenvalues i :=
    ciInf_le (Set.finite_range _).bddBelow i
  have hle : Real.exp (-t * hA.eigenvalues i) ≤ Real.exp (-t * groundEnergy hA) :=
    Real.exp_le_exp.2 (by nlinarith [mul_le_mul_of_nonneg_left hE ht])
  rw [hs i, dotProduct_comm x (v i), mul_left_comm (v i ⬝ᵥ x),
    abs_of_nonneg (mul_nonneg (Real.exp_pos _).le (mul_self_nonneg _))]
  exact mul_le_mul_of_nonneg_right hle (mul_self_nonneg _)
```

The step `hs` moves the propagator onto the eigenvector, and `Finset.sum_le_sum` compares the two expansions term by term.

## A floor under the sign-free sum

Let \(A\) again have nonpositive off-diagonal entries, and let \(v_k\) be a normalised eigenvector with \(a_k=E_0(A)\). Write \(v_{k,i}\) for its components. Each satisfies \(v_{k,i}^2\le1\), so

\[
v_{k,i}v_{k,j}\le\tfrac12\bigl(v_{k,i}^2+v_{k,j}^2\bigr)\le 1 .
\]

The propagator's entries are nonnegative, so replacing each product by 1 can only raise the sum:

\[
e^{-tE_0(A)}=\sum_{ij}v_{k,i}\,(e^{-tA})_{ij}\,v_{k,j}\le\sum_{ij}(e^{-tA})_{ij}.
\]

```lean
/-- For symmetric `A` of nonzero size with nonpositive off-diagonal entries and `t ≥ 0`, the
entries of `exp(-tA)` add up to at least `exp(-t E0(A))`. -/
theorem exp_ground_le_sum [Nonempty n] {A : Matrix n n ℝ} (hA : A.IsHermitian)
    (hoff : ∀ i j, i ≠ j → A i j ≤ 0) {t : ℝ} (ht : 0 ≤ t) :
    Real.exp (-t * groundEnergy hA) ≤ ∑ i, ∑ j, propagator t A i j := by
  obtain ⟨v, hv, h1, -⟩ := exists_eigenframe hA
  obtain ⟨k, hk⟩ := exists_eq_ciInf_of_finite (f := hA.eigenvalues)
  have he : propagator t A *ᵥ v k = Real.exp (-t * groundEnergy hA) • v k :=
    exp_mulVec (by rw [Matrix.smul_mulVec, hv, smul_smul, hk, groundEnergy])
  have hq : v k ⬝ᵥ (propagator t A *ᵥ v k) = Real.exp (-t * groundEnergy hA) := by
    rw [he, dotProduct_smul, h1, smul_eq_mul, mul_one]
  -- components of a normalised vector are at most one in modulus
  have hb : ∀ i, v k i * v k i ≤ 1 := by
    intro i
    rw [← h1 k]
    exact Finset.single_le_sum (f := fun i => v k i * v k i)
      (fun i _ => mul_self_nonneg _) (Finset.mem_univ i)
  rw [← hq]
  simp only [Matrix.mulVec, dotProduct, Finset.mul_sum]
  refine Finset.sum_le_sum fun i _ => Finset.sum_le_sum fun j _ => ?_
  have hij : v k i * v k j ≤ 1 := by
    nlinarith [hb i, hb j, mul_self_nonneg (v k i - v k j)]
  nlinarith [mul_le_mul_of_nonneg_left hij (propagator_nonneg hoff ht i j)]
```

The equality is `hq`, the component bound is `hb`, and the last `nlinarith` multiplies \(v_{k,i}v_{k,j}\le1\) by the nonnegative entry. The ground state need not be unique or have components of one sign.

## The bound on the ratio

The sum of all entries of \(e^{-tH}\) is its expectation in the vector \(x=(1,\dots,1)\), whose squared length is \(n\). In the normalised uniform state \(u=x/\sqrt n\) the expectation is \(1/n\) times that sum, and its modulus is at most \(e^{-tE_0(H)}\). Hence

\[
\Bigl|\sum_{ij}(e^{-tH})_{ij}\Bigr|\le n\,e^{-tE_0(H)},\qquad
\sum_{ij}(e^{-tM})_{ij}\ge e^{-tE_0(M)}>0 ,
\]

and division gives the stated inequality.

```lean
/-- For symmetric `H` of size `n ≥ 1` with sign-free companion `M` and `t ≥ 0`, the modulus of the
sum of all entries of `exp(-tH)`, divided by that of `exp(-tM)`, is at most
`n exp(-t(E0(H) - E0(M)))`. -/
theorem sign_ratio_le [Nonempty n] {H : Matrix n n ℝ} (hH : H.IsHermitian)
    {t : ℝ} (ht : 0 ≤ t) :
    |∑ i, ∑ j, propagator t H i j| / |∑ i, ∑ j, propagator t (signFree H) i j| ≤
      Fintype.card n *
        Real.exp (-t * (groundEnergy hH - groundEnergy (signFree_isHermitian hH))) := by
  have hM := (exp_ground_le_sum (signFree_isHermitian hH)
    (fun i j hij => by simp [signFree, hij]) ht).trans (le_abs_self _)
  -- the sum of all entries is the expectation in the uniform vector
  have hN := abs_expectation_le hH ht (fun _ => 1)
  simp only [Matrix.mulVec, dotProduct, one_mul, mul_one, Finset.sum_const,
    Finset.card_univ, nsmul_eq_mul] at hN
  rw [div_le_iff₀ ((Real.exp_pos _).trans_le hM)]
  refine (hN.trans_eq (mul_comm _ _)).trans ?_
  refine le_trans (le_of_eq ?_) (mul_le_mul_of_nonneg_left hM (by positivity))
  rw [mul_assoc, ← Real.exp_add]
  congr 2
  ring
```

`hN` is the bound on the numerator and `hM` the one on the denominator. Because the denominator is positive, `div_le_iff₀` can clear the fraction, and `Real.exp_add` combines the exponentials.

The place of the modulus bars matters: they stand outside the double sum. If moduli are taken entry by entry, the bound on the numerator fails. Take \(n=3\) and let every entry of \(H\) be \(1/3\), so that \(E_0(H)=0\). At large \(t\) the diagonal entries of \(e^{-tH}\) tend to \(2/3\) and the others to \(-1/3\). Their moduli add up to 4 in the limit, which exceeds \(n\,e^{-tE_0(H)}=3\), while the signed sum tends to zero. The derivation above therefore does not give the factor \(n\) for entrywise moduli.

For lattice quantum Monte Carlo that samples paths through the basis states of a finite real symmetric Hamiltonian, interacting or not, the bound shows how an energy difference limits the average sign of paths with free end states. Methods that sample other variables, such as auxiliary fields, have a different average sign, which is not treated here. The bound falls below 1 only when \(t\,(E_0(H)-E_0(M))>\ln n\), and in a many-body basis \(\ln n\) itself grows with the system.

## Vanishing sign at long imaginary time

Suppose \(E_0(M)<E_0(H)\). Physically, the signs of \(H\) then cause interference that costs ground-state energy. With \(\Delta=E_0(H)-E_0(M)>0\),

\[
0\le\frac{\bigl|\sum_{ij}(e^{-tH})_{ij}\bigr|}{\bigl|\sum_{ij}(e^{-tM})_{ij}\bigr|}\le n\,e^{-t\Delta}\longrightarrow 0\qquad(t\to\infty).
\]

The strict inequality is the hypothesis `hgap`; it has to be established for each Hamiltonian. Note that \(\Delta\) compares the ground states of two different matrices and is not the excitation gap of \(H\).

```lean
/-- For symmetric `H` of nonzero size with sign-free companion `M` and `E0(M) < E0(H)`, the modulus
of the sum of all entries of `exp(-tH)`, divided by that of `exp(-tM)`, tends to zero as `t` tends
to infinity. -/
theorem sign_ratio_tendsto_zero [Nonempty n] {H : Matrix n n ℝ} (hH : H.IsHermitian)
    (hgap : groundEnergy (signFree_isHermitian hH) < groundEnergy hH) :
    Tendsto (fun t : ℝ => |∑ i, ∑ j, propagator t H i j| /
      |∑ i, ∑ j, propagator t (signFree H) i j|) atTop (𝓝 0) := by
  have h1 := Real.tendsto_exp_neg_atTop_nhds_zero.comp
    (tendsto_id.atTop_mul_const (sub_pos.2 hgap))
  have h2 := h1.const_mul (Fintype.card n : ℝ)
  rw [mul_zero] at h2
  refine squeeze_zero' (Eventually.of_forall fun t => by positivity) ?_ h2
  filter_upwards [eventually_ge_atTop (0 : ℝ)] with t ht
  refine (sign_ratio_le hH ht).trans (le_of_eq ?_)
  simp only [Function.comp_apply, id_eq, neg_mul]

end

end ExponentialSignProblem
```

The limit follows by squeezing the ratio between zero and the bound, which is needed only for \(t\ge0\).

```lean
#print axioms ExponentialSignProblem.sign_ratio_tendsto_zero
```

```
'ExponentialSignProblem.sign_ratio_tendsto_zero' depends on axioms: [propext, Classical.choice, Quot.sound]
```
